# Compensating a scaled zeroth-order operator by rescaling the two parts of a first-order solution

In perturbation theory a first-order equation has the form K x = −g, with K a zeroth-order operator and g a source term. Here K and P are linear maps on a real inner product space, and the solution is x = u + v, where P keeps u and sends v to zero. The lemma says that, for nonzero real a and b, the vector a u + b v solves the equation with the same g once K is replaced by K composed with a⁻¹P + b⁻¹(1 − P). The attempt first computes P(a u + b v) = a u, then shows in `hs` that the inner map takes a u + b v back to u + v, and finishes with the original equation.

Lean 4 with Mathlib refuses this proof:

```lean
import Mathlib

open scoped InnerProductSpace

namespace ScaledFirstOrder

noncomputable section

variable {E : Type*} [NormedAddCommGroup E] [InnerProductSpace ℝ E]

/-- The zeroth-order operator `K` divided by `a` on the component selected by `P` and by `b`
on the rest, for nonzero `a` and `b`. -/
def scaledZeroth (K P : E →ₗ[ℝ] E) (a b : ℝ) : E →ₗ[ℝ] E :=
  K ∘ₗ (a⁻¹ • P + b⁻¹ • (LinearMap.id - P))

/-- If `P` keeps `u` and removes `v`, and `u + v` solves the first-order equation `K (u + v) = -g`,
then for nonzero scales `a • u + b • v` solves the first-order equation of the scaled operator with
the same `g`. -/
theorem scaled_first_order {K P : E →ₗ[ℝ] E} {g u v : E} {a b : ℝ}
    (ha : a ≠ 0) (hb : b ≠ 0) (hu : P u = u) (hv : P v = 0) (hK : K (u + v) = -g) :
    scaledZeroth K P a b (a • u + b • v) = -g := by
  have hP : P (a • u + b • v) = a • u := by simp [hu, hv]
  have hs : (a⁻¹ • P + b⁻¹ • (LinearMap.id - P)) (a • u + b • v) = u + v := by
    simp only [LinearMap.add_apply, LinearMap.smul_apply, LinearMap.sub_apply,
      LinearMap.id_apply, hP]
    rw [add_sub_cancel_left, inv_smul_smul₀ ha, inv_smul_smul₀ hb]
  unfold scaledZeroth
  rw [LinearMap.comp_apply, hs, hK]

end

end ScaledFirstOrder
```

Compiling this gives:

```
Main.lean:23:12: error: Function expected at
  a⁻¹ • P + b⁻¹ • (LinearMap.id - P)
but this term has type
  ?m.112

Note: Expected a function because this term is being applied to the argument
  (a • u + b • v)
```

Lean accepts the file once it reads:

```diff
@@ -21,5 +21,6 @@
     scaledZeroth K P a b (a • u + b • v) = -g := by
   have hP : P (a • u + b • v) = a • u := by simp [hu, hv]
-  have hs : (a⁻¹ • P + b⁻¹ • (LinearMap.id - P)) (a • u + b • v) = u + v := by
+  -- the inverse scales undo the scaling of each component
+  have hs : (a⁻¹ • P + b⁻¹ • (LinearMap.id - P) : E →ₗ[ℝ] E) (a • u + b • v) = u + v := by
     simp only [LinearMap.add_apply, LinearMap.smul_apply, LinearMap.sub_apply,
       LinearMap.id_apply, hP]
```

The error is in the statement of `hs`, before any of its proof is run. There the sum `a⁻¹ • P + b⁻¹ • (LinearMap.id - P)` is written directly in front of an argument, so Lean must treat it as a function. A linear map can be applied this way, but only through a coercion, which Lean finds from the type of the term. At that point the type was still undetermined, as the placeholder `?m.112` in the message shows, so Lean had no coercion to use. The same sum causes no trouble in `scaledZeroth`, where the composition `K ∘ₗ` requires a linear map into `E` and the declared type of the result fixes the domain.

The repair adds the type ascription `: E →ₗ[ℝ] E` inside the parentheses. Lean then knows that the sum is a linear map from `E` to itself and can apply it to `a • u + b • v`. The proof steps are unchanged. The added comment is mere tidying.
